# An implicit midpoint step of the damped Landau-Lifshitz equation with symmetric exchange keeps the energy only if no spin moves

The lemma `energy_eq_iff_stationary` is about finitely many classical spins, real 3-vectors of any length, with symmetric Heisenberg exchange and a fixed external field that may differ from site to site. It takes one implicit midpoint step of the Landau-Lifshitz equation from the configuration `m` to `p`, with `k > 0`, where `k` is the damping coefficient multiplied by the time step. It says that the two configurations have the same energy exactly when `p = m`. One direction is immediate. For the other, the proof uses `energy_balance`, by which the energy changes by `-k` times the sum of the squared midpoint torques. Equal energies make that sum zero, so each torque should vanish, and the step equation then gives `p i = m i` at every site.

The failing Lean file:

```lean
import Mathlib

open Matrix

namespace SpinMidpoint

noncomputable section

variable {ι : Type*} [Fintype ι]

/-- The midpoint `(m i + p i) / 2` of the old and the new spin at each site. -/
def midSpin (m p : ι → Fin 3 → ℝ) (i : ι) : Fin 3 → ℝ := (1 / 2 : ℝ) • (m i + p i)

/-- The effective field at site `i`: exchange field of all spins plus external field. -/
def effField (J : Matrix ι ι ℝ) (b s : ι → Fin 3 → ℝ) (i : ι) : Fin 3 → ℝ :=
  ∑ j, J i j • s j + b i

/-- The torque `s i × H i` of the effective field on the spin at site `i`. -/
def torque (J : Matrix ι ι ℝ) (b s : ι → Fin 3 → ℝ) (i : ι) : Fin 3 → ℝ :=
  s i ⨯₃ effField J b s i

/-- The energy of classical spins: Heisenberg exchange plus Zeeman term. -/
def energy (J : Matrix ι ι ℝ) (b s : ι → Fin 3 → ℝ) : ℝ :=
  -(1 / 2) * ∑ i, ∑ j, J i j * (s i ⬝ᵥ s j) - ∑ i, b i ⬝ᵥ s i

/-- One implicit midpoint step from `m` to `p` of the Landau-Lifshitz equation, with
precession strength `h` and damping strength `k` (both including the time step). -/
def IsMidpointStep (J : Matrix ι ι ℝ) (b : ι → Fin 3 → ℝ) (h k : ℝ)
    (m p : ι → Fin 3 → ℝ) : Prop :=
  ∀ i, p i - m i = h • torque J b (midSpin m p) i
    - k • (midSpin m p i ⨯₃ torque J b (midSpin m p) i)

/-- For symmetric exchange, the energy difference of any two spin configurations is minus the
sum of the spin changes dotted with the effective field at the midpoint. -/
theorem energy_difference {J : Matrix ι ι ℝ} (hJ : J.IsSymm) (b m p : ι → Fin 3 → ℝ) :
    energy J b p - energy J b m
      = -∑ i, (p i - m i) ⬝ᵥ effField J b (midSpin m p) i := by
  have hdot : ∀ (v : Fin 3 → ℝ) (f : ι → Fin 3 → ℝ),
      v ⬝ᵥ (∑ j, f j) = ∑ j, v ⬝ᵥ f j := by
    intro v f
    simp only [dotProduct, Finset.sum_apply, Finset.mul_sum]
    exact Finset.sum_comm
  -- the mixed old-new terms agree because the exchange is symmetric
  have cross : ∑ i, ∑ j, J i j * (p i ⬝ᵥ m j) = ∑ i, ∑ j, J i j * (m i ⬝ᵥ p j) := by
    rw [Finset.sum_comm]
    refine Finset.sum_congr rfl fun i _ => Finset.sum_congr rfl fun j _ => ?_
    rw [hJ.apply i j, dotProduct_comm (p j) (m i)]
  have expand : ∀ i, (p i - m i) ⬝ᵥ effField J b (midSpin m p) i
      = (1 / 2) * (∑ j, J i j * (p i ⬝ᵥ p j) + ∑ j, J i j * (p i ⬝ᵥ m j)
          - ∑ j, J i j * (m i ⬝ᵥ p j) - ∑ j, J i j * (m i ⬝ᵥ m j))
        + (b i ⬝ᵥ p i - b i ⬝ᵥ m i) := by
    intro i
    rw [effField, dotProduct_add, hdot, ← Finset.sum_add_distrib, ← Finset.sum_sub_distrib,
      ← Finset.sum_sub_distrib, Finset.mul_sum]
    congr 1
    · refine Finset.sum_congr rfl fun j _ => ?_
      simp only [midSpin, dotProduct_smul, sub_dotProduct, dotProduct_add, smul_eq_mul]
      ring
    · rw [sub_dotProduct, dotProduct_comm (p i), dotProduct_comm (m i)]
  rw [Finset.sum_congr rfl fun i _ => expand i]
  simp only [energy, Finset.sum_add_distrib, Finset.sum_sub_distrib, ← Finset.mul_sum]
  linear_combination (1 / 2) * cross

/-- Energy balance of the midpoint step for symmetric exchange: the energy changes by exactly minus
the damping strength times the sum of the squared midpoint torques. -/
theorem energy_balance {J : Matrix ι ι ℝ} (hJ : J.IsSymm) {b m p : ι → Fin 3 → ℝ} {h k : ℝ}
    (hs : IsMidpointStep J b h k m p) :
    energy J b p - energy J b m
      = -k * ∑ i, torque J b (midSpin m p) i ⬝ᵥ torque J b (midSpin m p) i := by
  -- precession does no work; only the damping term contributes
  have power : ∀ a H : Fin 3 → ℝ,
      (h • (a ⨯₃ H) - k • (a ⨯₃ (a ⨯₃ H))) ⬝ᵥ H = k * ((a ⨯₃ H) ⬝ᵥ (a ⨯₃ H)) := by
    intro a H
    simp [cross_apply, dotProduct, Fin.sum_univ_three]
    ring
  rw [energy_difference hJ, neg_mul, Finset.mul_sum]
  congr 1
  refine Finset.sum_congr rfl fun i _ => ?_
  rw [hs i]
  exact power _ _

/-- For symmetric exchange and positive damping, a midpoint step leaves the energy unchanged exactly
when it leaves every spin unchanged. -/
theorem energy_eq_iff_stationary {J : Matrix ι ι ℝ} (hJ : J.IsSymm) {b m p : ι → Fin 3 → ℝ}
    {h k : ℝ} (hk : 0 < k) (hs : IsMidpointStep J b h k m p) :
    energy J b p = energy J b m ↔ p = m := by
  refine ⟨fun he => ?_, fun he => by rw [he]⟩
  have hE := energy_balance hJ hs
  rw [he, sub_self, neg_mul, eq_comm, neg_eq_zero] at hE
  have h0 := (mul_eq_zero.mp hE).resolve_left hk.ne'
  rw [Finset.sum_eq_zero_iff_of_nonneg
    (fun i _ => Finset.sum_nonneg fun c _ => mul_self_nonneg _)] at h0
  -- every torque vanishes, so no spin moves
  funext i
  have ht : torque J b (midSpin m p) i = 0 :=
    dotProduct_self_eq_zero.mp (h0 i (Finset.mem_univ i))
  have hi := hs i
  rw [ht, map_zero, smul_zero, smul_zero, sub_zero] at hi
  exact sub_eq_zero.mp hi

end

end SpinMidpoint
```

The error:

```
Main.lean:91:6: error: Tactic `rewrite` failed: Did not find an occurrence of the pattern
  @Eq ?m.125 (∑ i ∈ ?m.97, ∑ i_1 ∈ ?m.114 i, ?m.128 i i_1 * ?m.128 i i_1) 0
in the target expression
  @Eq ℝ (∑ i, torque J b (midSpin m p) i ⬝ᵥ torque J b (midSpin m p) i) 0

ι : Type u_1
inst✝ : Fintype ι
J : Matrix ι ι ℝ
hJ : J.IsSymm
b m p : ι → Fin 3 → ℝ
h k : ℝ
hk : 0 < k
hs : IsMidpointStep J b h k m p
he : energy J b p = energy J b m
hE : k * ∑ i, torque J b (midSpin m p) i ⬝ᵥ torque J b (midSpin m p) i = 0
h0 : ∑ i, torque J b (midSpin m p) i ⬝ᵥ torque J b (midSpin m p) i = 0
⊢ p = m
```

Cause. The error is at the step from a zero sum to zero terms. `Finset.sum_eq_zero_iff_of_nonneg` needs a proof that each term is nonnegative, and here that proof was written inline, with nothing to say what the terms are. Lean therefore read their form off the proof itself: `Finset.sum_nonneg` and `mul_self_nonneg` speak of a sum of products `x * x`, so the rewrite looked for a double sum of such products. In `h0` the inner sum is written as a dot product, `⬝ᵥ`. The two are equal by definition, but `rw` does not unfold `dotProduct` to find a match, so it found no occurrence of the pattern.

The repair first states the nonnegativity as `hn`, with the terms written as dot products, just as in `h0`. The old proof still serves, because Lean does unfold `dotProduct` when it checks a proof against a stated claim. Given `hn`, the lemma takes its terms from that statement, and the pattern matches `h0`.

The repair, with which the file compiles:

```diff
@@ -89,6 +89,8 @@
   rw [he, sub_self, neg_mul, eq_comm, neg_eq_zero] at hE
   have h0 := (mul_eq_zero.mp hE).resolve_left hk.ne'
-  rw [Finset.sum_eq_zero_iff_of_nonneg
-    (fun i _ => Finset.sum_nonneg fun c _ => mul_self_nonneg _)] at h0
+  have hn : ∀ i ∈ Finset.univ,
+      0 ≤ torque J b (midSpin m p) i ⬝ᵥ torque J b (midSpin m p) i :=
+    fun i _ => Finset.sum_nonneg fun c _ => mul_self_nonneg _
+  rw [Finset.sum_eq_zero_iff_of_nonneg hn] at h0
   -- every torque vanishes, so no spin moves
   funext i
```
